# The Lie ideals of polynomial observables are zero, the constants and the whole space

A classical observable \(f\) evolves under a Hamiltonian \(H\) by \(\dot f=\{f,H\}\). Suppose a subspace \(I\) of polynomial observables is to contain \(\{f,H\}\) for every \(f\in I\) and every polynomial \(H\). What can \(I\) be?

In Lean 4 with Mathlib:

```lean
import Mathlib

open MvPolynomial

namespace PoissonLieIdeals

noncomputable section
```

Take \(n\) degrees of freedom with positions \(q_i\) and momenta \(p_i\), \(i=0,\dots,n-1\). Observables are formal polynomials with complex coefficients. In `Fin n ⊕ Fin n`, the label `Sum.inl i` stands for \(q_i\) and `Sum.inr i` for \(p_i\). Below, \(x_k\) is either kind of coordinate and \(\partial_k\) its partial derivative, `pderiv k`.

```lean
/-- Polynomial observables on the phase space of `n` degrees of freedom; the left copy of `Fin n`
labels the positions and the right copy the momenta. -/
abbrev Observable (n : ℕ) := MvPolynomial (Fin n ⊕ Fin n) ℂ
```

The sign convention gives \(\{q_i,p_i\}=1\).

```lean
variable {n : ℕ}

/-- The Poisson bracket `{f, g} = ∑ᵢ (∂f/∂qᵢ ∂g/∂pᵢ - ∂f/∂pᵢ ∂g/∂qᵢ)`. -/
def poissonBracket (f g : Observable n) : Observable n :=
  ∑ i : Fin n, (pderiv (Sum.inl i) f * pderiv (Sum.inr i) g
    - pderiv (Sum.inr i) f * pderiv (Sum.inl i) g)
```

The condition on \(I\) concerns brackets only; closure under multiplication is not required. `Submodule ℂ` makes \(I\) a complex subspace.

```lean
/-- A subspace of observables is a Poisson ideal if the bracket of any of its elements with any
observable stays in it. -/
def IsPoissonIdeal (I : Submodule ℂ (Observable n)) : Prop :=
  ∀ f ∈ I, ∀ g : Observable n, poissonBracket f g ∈ I
```

The constants are the complex multiples of \(1\).

```lean
/-- The subspace of constant observables. -/
def constants (n : ℕ) : Submodule ℂ (Observable n) := Submodule.span ℂ {1}
```

**(a) Show that the bracket is antisymmetric.**

Exchanging \(f\) and \(g\) in \(\partial_{q_i}f\,\partial_{p_i}g-\partial_{p_i}f\,\partial_{q_i}g\) reverses its sign. Summing over \(i\) gives \(\{f,g\}=-\{g,f\}\).

```lean
/-- The Poisson bracket is antisymmetric. -/
theorem bracket_antisymm (f g : Observable n) :
    poissonBracket f g = -poissonBracket g f := by
  simp only [poissonBracket, ← Finset.sum_neg_distrib]
  refine Finset.sum_congr rfl fun i _ => ?_
  ring
```

**(b) Show that the bracket obeys the product rule in its second argument.**

Insert \(\partial_k(gh)=(\partial_k g)h+g\,\partial_k h\) in each term and collect:
\[
\{f,gh\}=\{f,g\}h+g\{f,h\}.
\]
In the code, `Derivation.leibniz` supplies the product rule and `ring` collects the terms.

```lean
/-- The Poisson bracket obeys the Leibniz rule in its second argument. -/
theorem bracket_mul (f g h : Observable n) :
    poissonBracket f (g * h) = poissonBracket f g * h + g * poissonBracket f h := by
  simp only [poissonBracket, Finset.sum_mul, Finset.mul_sum, ← Finset.sum_add_distrib]
  refine Finset.sum_congr rfl fun i _ => ?_
  simp only [Derivation.leibniz, smul_eq_mul]
  ring
```

**(c) Compute the brackets with the canonical coordinates.**

The only nonzero derivative of \(p_i\) is \(\partial_{p_i}p_i=1\), and similarly for \(q_i\). One term of the sum survives:
\[
\{f,p_i\}=\partial_{q_i}f,\qquad \{f,q_i\}=-\partial_{p_i}f.
\]

```lean
/-- Brackets with the canonical coordinates are partial derivatives:
`{f, pᵢ} = ∂f/∂qᵢ` and `{f, qᵢ} = -∂f/∂pᵢ`. -/
theorem bracket_coordinates (f : Observable n) (i : Fin n) :
    poissonBracket f (X (Sum.inr i)) = pderiv (Sum.inl i) f ∧
    poissonBracket f (X (Sum.inl i)) = -pderiv (Sum.inr i) f := by
  constructor <;> simp [poissonBracket, pderiv_X, Pi.single_apply]
```

**(d) Find the coefficients of a partial derivative.**

Write \(f_m\) for the coefficient of \(x^m\), with \(m\) a list of exponents, and \(e_k\) for the exponent list of \(x_k\). Since \(\partial_k x^s=s_k x^{s-e_k}\), the power \(x^m\) arises only from \(s=m+e_k\):
\[
(\partial_k f)_m=(m_k+1)\,f_{m+e_k}.
\]
The proof checks monomials and then sums. Natural-number subtraction stops at zero, so \(s_k=0\) is a separate case, in which the factor \(s_k\) removes the term.

```lean
/-- The coefficients of a partial derivative are those of the polynomial, shifted by one power and
multiplied by the exponent of the variable before differentiation. -/
theorem coeff_derivative (k : Fin n ⊕ Fin n) (f : Observable n) (m : Fin n ⊕ Fin n →₀ ℕ) :
    coeff m (pderiv k f) = coeff (m + Finsupp.single k 1) f * ((m k : ℂ) + 1) := by
  induction f using MvPolynomial.induction_on'
  next s a =>
    rw [pderiv_monomial, coeff_monomial, coeff_monomial]
    by_cases h : s = m + Finsupp.single k 1
    · subst h
      simp
    · rw [if_neg h, zero_mul]
      by_cases h' : s - Finsupp.single k 1 = m
      · -- the shifted exponents agree only because the variable was absent
        have hs : s k = 0 := by
          by_contra hk
          apply h
          rw [← h']
          ext j
          simp only [Finsupp.add_apply, Finsupp.tsub_apply, Finsupp.single_apply]
          split_ifs with hj
          · subst hj
            omega
          · omega
        rw [if_pos h', hs]
        simp
      · rw [if_neg h']
  next p q hp hq =>
    simp only [map_add, coeff_add, hp, hq, add_mul]
```

**(e) Show that every polynomial has an antiderivative along each coordinate.**

For a monomial, take
\[
a x^s=\partial_k\!\left(\frac{a}{s_k+1}\,x^{s+e_k}\right),
\]
and add the results for a general polynomial.

```lean
/-- Every polynomial observable has a polynomial antiderivative along each coordinate. -/
theorem antiderivative_exists (k : Fin n ⊕ Fin n) (g : Observable n) :
    ∃ f : Observable n, pderiv k f = g := by
  induction g using MvPolynomial.induction_on'
  next s a =>
    refine ⟨monomial (s + Finsupp.single k 1) (a / ((s k : ℂ) + 1)), ?_⟩
    have h : a / ((s k : ℂ) + 1) *
        (((s + Finsupp.single k 1 : Fin n ⊕ Fin n →₀ ℕ) k : ℕ) : ℂ) = a := by
      simp only [Finsupp.add_apply, Finsupp.single_eq_same, Nat.cast_add, Nat.cast_one]
      exact div_mul_cancel₀ a (Nat.cast_add_one_ne_zero _)
    rw [pderiv_monomial, add_tsub_cancel_right, h]
  next p q hp hq =>
    obtain ⟨u, hu⟩ := hp
    obtain ⟨v, hv⟩ := hq
    exact ⟨u + v, by rw [map_add, hu, hv]⟩
```

**(f) Show that \(f\) is constant exactly when all its partial derivatives vanish.**

Constants have zero derivatives. Conversely, let all \(\partial_k f=0\) and \(s\neq0\). Choose \(k\) with \(s_k\neq0\) and put \(m=s-e_k\) in (d): \(0=s_k f_s\), so \(f_s=0\). Only the constant term remains.

```lean
/-- An observable is constant exactly when all its partial derivatives vanish. -/
theorem mem_constants_iff (f : Observable n) :
    f ∈ constants n ↔ ∀ k, pderiv k f = 0 := by
  rw [constants, Submodule.mem_span_singleton]
  constructor
  · rintro ⟨c, rfl⟩ k
    rw [smul_eq_C_mul, mul_one, pderiv_C]
  · intro h
    refine ⟨coeff 0 f, ?_⟩
    rw [smul_eq_C_mul, mul_one]
    ext s
    rw [coeff_C]
    by_cases hs : 0 = s
    · subst hs
      simp
    · rw [if_neg hs]
      obtain ⟨k, hk⟩ : ∃ k, s k ≠ 0 := by
        by_contra hc
        push Not at hc
        exact hs (Finsupp.ext fun k => by simp [hc k])
      have e : s - Finsupp.single k 1 + Finsupp.single k 1 = s := by
        ext j
        simp only [Finsupp.add_apply, Finsupp.tsub_apply, Finsupp.single_apply]
        split_ifs with hj
        · subst hj
          omega
        · omega
      have h1 := coeff_derivative k f (s - Finsupp.single k 1)
      rw [h k, e, coeff_zero] at h1
      exact ((mul_eq_zero.mp h1.symm).resolve_right (Nat.cast_add_one_ne_zero _)).symm
```

**(g) Show that an ideal containing a nonconstant observable is the whole space.**

By (c), each \(x_k\) has a conjugate coordinate \(x_j\) with \(\{g,x_j\}=\varepsilon\,\partial_k g\), \(\varepsilon=\pm1\). This is `conj` in the code, and it shows that \(I\) is closed under derivatives.

Differentiate the given element as long as some derivative is nonconstant. The degree falls each time, so this stops at a nonconstant \(g\in I\) whose derivatives are all constant. By (f), some \(\partial_k g=a\neq0\). Then (b) gives
\[
\{g,x_j^2\}=2\varepsilon a\,x_j ,
\]
so \(x_j\in I\). For any polynomial \(u\), choose \(v\) with \(\partial_k v=u\) by (e). Then \(\{x_j,v\}=-\varepsilon u\) lies in \(I\), and so does \(u\).

The descent is the induction `key`, where `N` is a strict upper bound on the total degree.

```lean
/-- A Poisson ideal that contains a nonconstant observable contains every observable. -/
theorem eq_top_of_nonconstant {I : Submodule ℂ (Observable n)} (hI : IsPoissonIdeal I)
    {f : Observable n} (hf : f ∈ I) (hc : f ∉ constants n) : I = ⊤ := by
  -- each derivative is, up to sign, a bracket with the conjugate coordinate
  have conj : ∀ k : Fin n ⊕ Fin n, ∃ (j : Fin n ⊕ Fin n) (ε : ℂ), ε ≠ 0 ∧
      ∀ g : Observable n, poissonBracket g (X j) = ε • pderiv k g := by
    rintro (i | i)
    · exact ⟨Sum.inr i, 1, one_ne_zero, fun g => by
        rw [(bracket_coordinates g i).1, one_smul]⟩
    · exact ⟨Sum.inl i, -1, by norm_num, fun g => by
        rw [(bracket_coordinates g i).2, neg_smul, one_smul]⟩
  -- induction on a strict bound for the degree
  have key : ∀ (N : ℕ) (g : Observable n), g ∈ I → g ∉ constants n →
      (∀ s : Fin n ⊕ Fin n →₀ ℕ, N ≤ ∑ k, s k → coeff s g = 0) → I = ⊤ := by
    intro N
    induction N with
    | zero =>
      intro g _ hg hb
      have h0 : g = 0 := by
        ext s
        rw [hb s (Nat.zero_le _), coeff_zero]
      exact (hg (by rw [h0]; exact Submodule.zero_mem _)).elim
    | succ N ih =>
      intro g hgI hg hb
      by_cases h : ∃ k, pderiv k g ∉ constants n
      · obtain ⟨k, hk⟩ := h
        obtain ⟨j, ε, hε, hj⟩ := conj k
        refine ih (pderiv k g) ?_ hk fun s hs => ?_
        · have h1 := hI g hgI (X j)
          rw [hj] at h1
          exact (Submodule.smul_mem_iff I hε).1 h1
        · have e : ∑ x, (s + Finsupp.single k 1 : Fin n ⊕ Fin n →₀ ℕ) x = ∑ x, s x + 1 := by
            simp only [Finsupp.add_apply, Finset.sum_add_distrib, Finsupp.single_apply,
              Finset.sum_ite_eq, Finset.mem_univ, if_true]
          rw [coeff_derivative, hb _ (by rw [e]; omega), zero_mul]
      · have h' : ∀ k, pderiv k g ∈ constants n := fun k => by
          by_contra hk
          exact h ⟨k, hk⟩
        obtain ⟨k, hk⟩ : ∃ k, pderiv k g ≠ 0 := by
          by_contra hz
          push Not at hz
          exact hg ((mem_constants_iff g).2 hz)
        obtain ⟨a, ha⟩ := Submodule.mem_span_singleton.1 (h' k)
        have ha0 : a ≠ 0 := by
          rintro rfl
          exact hk (by rw [← ha, zero_smul])
        obtain ⟨j, ε, hε, hj⟩ := conj k
        -- the bracket with the squared coordinate puts the coordinate itself in `I`
        have hX : (X j : Observable n) ∈ I := by
          have h2 := hI g hgI (X j * X j)
          rw [bracket_mul, hj, ← ha] at h2
          have e : (ε • a • (1 : Observable n)) * X j + X j * (ε • a • (1 : Observable n))
              = (2 * ε * a) • (X j : Observable n) := by
            simp only [smul_mul_assoc, mul_smul_comm, one_mul, mul_one]
            module
          rw [e] at h2
          exact (Submodule.smul_mem_iff I
            (mul_ne_zero (mul_ne_zero two_ne_zero hε) ha0)).1 h2
        -- brackets with this coordinate reach every polynomial
        refine eq_top_iff.2 fun u _ => ?_
        obtain ⟨v, rfl⟩ := antiderivative_exists k u
        have h3 := hI _ hX v
        rw [bracket_antisymm, hj] at h3
        exact (Submodule.smul_mem_iff I hε).1 (neg_mem_iff.1 h3)
  refine key (f.support.sup (fun s => ∑ k, s k) + 1) f hf hc fun s hs => ?_
  by_contra h0
  have h1 : ∑ k, s k ≤ f.support.sup (fun s => ∑ k, s k) :=
    Finset.le_sup (f := fun s : Fin n ⊕ Fin n →₀ ℕ => ∑ k, s k)
      (MvPolynomial.mem_support_iff.2 h0)
  omega
```

**(h) Classify the ideals.**

If \(I\) contains a nonconstant element, (g) gives everything. Otherwise \(I\) lies within the constants: it is zero, or it contains some \(c\neq0\) and hence every constant. Conversely, brackets of zero or of constants vanish, and the whole space is closed. In the statement, `⊥` is the zero subspace and `⊤` the whole space.

```lean
/-- A complex subspace of the polynomial observables is a Poisson ideal if and only if it is zero,
the constants, or the whole space. -/
theorem isPoissonIdeal_iff (I : Submodule ℂ (Observable n)) :
    IsPoissonIdeal I ↔ I = ⊥ ∨ I = constants n ∨ I = ⊤ := by
  constructor
  · intro hI
    by_cases h : I ≤ constants n
    · by_cases hb : I = ⊥
      · exact Or.inl hb
      · -- a nonzero constant spans all constants
        obtain ⟨f, hf, h0⟩ := Submodule.exists_mem_ne_zero_of_ne_bot hb
        obtain ⟨c, hc⟩ := Submodule.mem_span_singleton.1 (h hf)
        have hc0 : c ≠ 0 := by
          rintro rfl
          exact h0 (by rw [← hc, zero_smul])
        rw [← hc] at hf
        exact Or.inr (Or.inl (le_antisymm h ((Submodule.span_singleton_le_iff_mem _ _).2
          ((Submodule.smul_mem_iff I hc0).1 hf))))
    · obtain ⟨f, hf, hc⟩ := SetLike.not_le_iff_exists.1 h
      exact Or.inr (Or.inr (eq_top_of_nonconstant hI hf hc))
  · rintro (rfl | rfl | rfl) f hf g
    · rw [(Submodule.mem_bot ℂ).1 hf]
      simp [poissonBracket]
    · have h := (mem_constants_iff f).1 hf
      simp [poissonBracket, h]
    · exact Submodule.mem_top
```

**(i) Show that the three ideals differ when \(n\ge1\).**

The element \(1\) is nonzero, which separates zero from the other two. The coordinate \(q_0\) is not constant, because \(\partial_{q_0}q_0=1\). For \(n=0\) every observable is constant, so the last two ideals coincide.

```lean
/-- With at least one degree of freedom, zero, the constants and the whole space of observables
are pairwise different. -/
theorem three_ideals_distinct (hn : 0 < n) :
    (⊥ : Submodule ℂ (Observable n)) ≠ constants n ∧ constants n ≠ ⊤ ∧
    (⊥ : Submodule ℂ (Observable n)) ≠ ⊤ := by
  have h1 : (1 : Observable n) ∉ (⊥ : Submodule ℂ (Observable n)) := fun h =>
    one_ne_zero ((Submodule.mem_bot ℂ).1 h)
  refine ⟨fun h => h1 ?_, fun h => ?_, fun h => h1 ?_⟩
  · rw [h]
    exact Submodule.mem_span_singleton_self _
  · -- the first position coordinate is not constant
    have hX : (X (Sum.inl ⟨0, hn⟩) : Observable n) ∈ constants n := by
      rw [h]
      exact Submodule.mem_top
    have h2 := (mem_constants_iff _).1 hX (Sum.inl ⟨0, hn⟩)
    rw [pderiv_X_self] at h2
    exact one_ne_zero h2
  · rw [h]
    exact Submodule.mem_top

end

end PoissonLieIdeals
```

```lean
#print axioms PoissonLieIdeals.isPoissonIdeal_iff
-- 'PoissonLieIdeals.isPoissonIdeal_iff' depends on axioms: [propext, Classical.choice, Quot.sound]
#print axioms PoissonLieIdeals.three_ideals_distinct
-- 'PoissonLieIdeals.three_ideals_distinct' depends on axioms: [propext, Classical.choice, Quot.sound]
```

**Quantisation and the quotient by constants.** If a linear map from these polynomials to operators turns Poisson brackets into commutators, up to a fixed nonzero factor, its kernel is an ideal of this kind; if it also sends \(1\) to a nonzero operator, it is injective. The hypothesis is strong: the usual position and momentum operators of wave mechanics do not extend to such a map on all polynomials. The classification also bears on the quotient by constants. The bracket obeys the Jacobi identity (not proved here), ideals of the quotient correspond to ideals that contain the constants, and \(\{q_0^2,p_0\}=2q_0\) is not constant. So for \(n\ge1\) the polynomials modulo constants form a simple Lie algebra.

**Ideals closed under multiplication.** "Poisson ideal" often means a subspace that is also closed under multiplication by every observable. With that definition the constants would drop out for \(n\ge1\), leaving zero and the whole space.
